# For real ħ, complex conjugation reverses the order of factors in the Moyal product of polynomials

Q: When I propagate a polynomial observable $f$ under a polynomial Hamiltonian $H$ in phase space, I evaluate $(f\star H-H\star f)/(\mathrm{i}\hbar)$ at each step and store only real coefficients. The Moyal product $\star$ is full of imaginary terms. What entitles me to drop the imaginary parts?

A: They are exactly zero if $f$ and $H$ are real and $\hbar$ is real and nonzero. This follows from $\overline{f\star g}=\bar g\star\bar f$, where the bar conjugates the coefficients of a polynomial. It is the phase-space form of the rule that the adjoint of an operator product reverses the factors.

Q: Derive it for me before you show me any code.

A: Take $d$ degrees of freedom with coordinates $q_i$ and $p_i$, and write $\mathrm{i}$ for the imaginary unit. Define the powers of the Poisson bidifferential operator by $P_0(f,g)=fg$ and
$$P_{n+1}(f,g)=\sum_i\big[P_n(\partial_{q_i}f,\partial_{p_i}g)-P_n(\partial_{p_i}f,\partial_{q_i}g)\big].$$
So $P_1$ is the Poisson bracket. The Moyal product is
$$f\star g=\sum_n c_n P_n(f,g),\qquad c_n=\frac{1}{n!}\Big(\frac{\mathrm{i}\hbar}{2}\Big)^n .$$
Every term of $P_n(f,g)$ contains an $n$-th derivative of $f$, so it vanishes once $n$ exceeds the degree of $f$, and the sum is finite.

Now exchange the arguments. $P_0$ is symmetric. If $P_n(g,f)=(-1)^nP_n(f,g)$ for all $f$ and $g$, then
$$\begin{aligned}P_{n+1}(g,f)&=\sum_i\big[P_n(\partial_{q_i}g,\partial_{p_i}f)-P_n(\partial_{p_i}g,\partial_{q_i}f)\big]\\&=(-1)^n\sum_i\big[P_n(\partial_{p_i}f,\partial_{q_i}g)-P_n(\partial_{q_i}f,\partial_{p_i}g)\big]\\&=(-1)^{n+1}P_{n+1}(f,g).\end{aligned}$$
Conjugation respects sums and products and commutes with $\partial_{q_i}$ and $\partial_{p_i}$, so $\overline{P_n(f,g)}=P_n(\bar f,\bar g)$. For real $\hbar$, $\overline{c_n}=(-1)^nc_n$. Therefore
$$\overline{f\star g}=\sum_n(-1)^nc_nP_n(\bar f,\bar g)=\sum_nc_nP_n(\bar g,\bar f)=\bar g\star\bar f.$$

Q: And the statements about real observables?

A: Let $\bar f=f$ and $\bar g=g$. Conjugation then exchanges $f\star g$ and $g\star f$. Their half-sum is unchanged, hence real. Their difference $K=f\star g-g\star f$ satisfies $\bar K=-K$, and $\overline{\mathrm{i}\hbar}=-\mathrm{i}\hbar$, so for $\hbar\neq0$ the quotient $h=K/(\mathrm{i}\hbar)$ satisfies $\bar h=h$. Finally, $f\star g$ is real exactly when $f\star g=\overline{f\star g}=g\star f$.

For one degree of freedom, $q\star p=qp+\mathrm{i}\hbar/2$ and $p\star q=qp-\mathrm{i}\hbar/2$. Neither product is real, the half-sum is $qp$, and the commutator divided by $\mathrm{i}\hbar$ is $1$.

Q: Fine. My doubt is whether the Lean version is about these objects. What is an observable there?

A: The file opens with Mathlib and its multivariate polynomials.

```lean
import Mathlib

open MvPolynomial

namespace MoyalReality

noncomputable section
```

An observable is a polynomial with complex coefficients in $2d$ variables.

```lean
/-- Polynomial observables on the phase space of `d` degrees of freedom: `Sum.inl i` labels the
position `q_i` and `Sum.inr i` the momentum `p_i`. -/
abbrev Obs (d : ℕ) := MvPolynomial (Fin d ⊕ Fin d) ℂ
```

The index type `Fin d ⊕ Fin d` is two copies of the labels of the degrees of freedom: `Sum.inl i` is $q_i$ and `Sum.inr i` is $p_i$. The number $d$ is arbitrary. Even $d=0$ is allowed, where observables are constants and the Moyal product is ordinary multiplication.

Q: Conjugation of coefficients isn't quite conjugation of a function.

A: It is once $q_i$ and $p_i$ take real values, as they do on phase space. The map `conjugate` applies complex conjugation to each coefficient and leaves the variables alone. Its type `Obs d →+* Obs d` records that it preserves sums and products.

```lean
variable {d : ℕ}

/-- Complex conjugation of the coefficients of an observable. -/
def conjugate : Obs d →+* Obs d := MvPolynomial.map (starRingEnd ℂ)
```

Reality is defined separately, by the vanishing of the imaginary part of every coefficient. Here `m` runs over the exponents of the monomials.

```lean
/-- An observable is real if all its coefficients are real. -/
def IsReal (f : Obs d) : Prop := ∀ m, (coeff m f).im = 0
```

This agrees with being real-valued on real phase space, because the coefficients are derivatives at the origin divided by factorials.

Q: Which sign and ordering conventions are built in?

A: Those of the recursion above, with $P_n$ called `poissonPower n`.

```lean
/-- The `n`-th power of the Poisson bidifferential operator
`∑ i, (∂/∂q_i ⊗ ∂/∂p_i - ∂/∂p_i ⊗ ∂/∂q_i)`, applied to `f` and `g` and multiplied out. -/
def poissonPower : ℕ → Obs d → Obs d → Obs d
  | 0, f, g => f * g
  | n + 1, f, g => ∑ i : Fin d,
      (poissonPower n (pderiv (Sum.inl i) f) (pderiv (Sum.inr i) g)
        - poissonPower n (pderiv (Sum.inr i) f) (pderiv (Sum.inl i) g))
```

The position derivative on the left factor carries the plus sign. With the prefactor $\mathrm{i}\hbar/2$ this gives $q\star p-p\star q=\mathrm{i}\hbar$, in line with the canonical commutator.

```lean
/-- The Moyal product: the sum of `(iħ/2)^n / n!` times the `n`-th Poisson power, for `n` up to
the degree of `f`. -/
def moyal (ħ : ℝ) (f g : Obs d) : Obs d :=
  ∑ n ∈ Finset.range (f.totalDegree + 1),
    C ((Complex.I * ħ / 2) ^ n / (n.factorial : ℂ)) * poissonPower n f g
```

The type `ħ : ℝ` carries the assumption that $\hbar$ is real. It stands for the reduced Planck constant as a real parameter setting the size of the quantum corrections; positivity is never needed.

Q: That definition bothers me. It stops at the degree of $f$, so $f\star g$ and $g\star f$ can stop at different orders. Have you truncated the Moyal series?

A: No. The omitted terms are all zero, and the file proves this before it uses the product. Any cutoff beyond the degree of the first factor gives the same polynomial.

Q: Then tell me in words what is claimed at the end.

A: There are four main statements:

- `conjugate_moyal`: for every real $\hbar$ and all complex polynomials $f,g$, the conjugate of $f\star g$ is $\bar g\star\bar f$.
- `isReal_symmetrized`: if $f$ and $g$ are real, so is $(f\star g+g\star f)/2$.
- `moyal_commutator_real`: if in addition $\hbar\neq0$, there is exactly one real $h$ with $f\star g-g\star f=\mathrm{i}\hbar h$.
- `isReal_moyal_iff`: for real $f$ and $g$, the product $f\star g$ is real if and only if $f\star g=g\star f$.

Q: Why phrase the third one through $h$ and not through a quotient?

A: It says what the quotient means without dividing. It also shows where $\hbar\neq0$ enters: at $\hbar=0$ both sides vanish, every real $h$ solves the equation, and uniqueness fails.

Q: What does this leave out of my actual work?

A: Anything that isn't polynomial. A Coulomb potential or a Gaussian Wigner function is not an `Obs d`, and when neither factor is a polynomial the series need not terminate, which raises questions of convergence that never arise here. There are no operators in the file either, so the comparison with adjoints is an interpretation through Weyl quantization. Within polynomial models, such as anharmonic force fields expanded to finite order, the result covers the right-hand side of your equation of motion as long as the propagated observable is itself a polynomial. Finitely many explicit time steps keep it one, though its degree can grow; the exact evolution under an anharmonic Hamiltonian need not.

Q: Now the proof. Where does it begin?

A: With a translation between the two descriptions of reality: all imaginary parts vanish exactly when $\bar f=f$. The proof compares coefficients in both directions.

```lean
/-- An observable is real exactly when it equals its conjugate. -/
theorem isReal_iff (f : Obs d) : IsReal f ↔ conjugate f = f := by
  constructor
  · intro h
    refine MvPolynomial.ext _ _ fun m => ?_
    rw [conjugate, coeff_map]
    exact Complex.conj_eq_iff_im.2 (h m)
  · intro h m
    have hm := congrArg (coeff m) h
    rw [conjugate, coeff_map] at hm
    exact Complex.conj_eq_iff_im.1 hm
```

Next comes the termination of the series. It is proved for monomials first, so one needs to split $f$ into monomials inside $P_n$. That is additivity in the first argument, by induction on $n$; the induction step exchanges the sum over monomials with the sum over degrees of freedom.

```lean
/-- Each Poisson power is additive in its first argument. -/
theorem poissonPower_sum_left (n : ℕ) (s : Finset ((Fin d ⊕ Fin d) →₀ ℕ))
    (F : ((Fin d ⊕ Fin d) →₀ ℕ) → Obs d) (g : Obs d) :
    poissonPower n (∑ x ∈ s, F x) g = ∑ x ∈ s, poissonPower n (F x) g := by
  induction n generalizing F g with
  | zero => simp only [poissonPower, Finset.sum_mul]
  | succ n ih =>
    simp only [poissonPower, map_sum, ih, ← Finset.sum_sub_distrib]
    exact Finset.sum_comm
```

Q: And for a monomial you count derivatives?

A: Yes. In the inner claim `mono`, the exponents are `s` and the degree is their sum. Differentiating with respect to a variable `x` leaves two cases. If the exponent `s x` is zero, the derivative is zero and so is its Poisson power. Otherwise the degree drops by at least one, and the induction hypothesis for $n$ applies. Both terms of the recursion for $P_{n+1}$ therefore vanish. The last lines write $f$ as the sum of its monomials, none of which exceeds the total degree of $f$.

```lean
/-- The `n`-th Poisson power vanishes when `n` exceeds the degree of the first observable. -/
theorem poissonPower_eq_zero (n : ℕ) (f g : Obs d) (h : f.totalDegree < n) :
    poissonPower n f g = 0 := by
  -- for monomials, every derivative lowers the degree or gives zero
  have mono : ∀ (n : ℕ) (s : (Fin d ⊕ Fin d) →₀ ℕ) (a : ℂ) (g : Obs d),
      ∑ x, s x < n → poissonPower n (monomial s a) g = 0 := by
    intro n
    induction n with
    | zero => intro s a g h; exact absurd h (Nat.not_lt_zero _)
    | succ n ih =>
      intro s a g h
      have key : ∀ (x : Fin d ⊕ Fin d) (g' : Obs d),
          poissonPower n (pderiv x (monomial s a)) g' = 0 := by
        intro x g'
        rw [pderiv_monomial]
        by_cases hx : s x = 0
        · have h0 := poissonPower_sum_left n ∅ (fun _ => 0) g'
          rw [Finset.sum_empty, Finset.sum_empty] at h0
          rw [hx, Nat.cast_zero, mul_zero, map_zero, h0]
        · apply ih
          have hlt : ∑ y, (s - Finsupp.single x 1 : (Fin d ⊕ Fin d) →₀ ℕ) y < ∑ y, s y :=
            Finset.sum_lt_sum
              (fun y _ => by rw [Finsupp.tsub_apply]; exact Nat.sub_le _ _)
              ⟨x, Finset.mem_univ x, by
                rw [Finsupp.tsub_apply, Finsupp.single_eq_same]; omega⟩
          omega
      simp only [poissonPower, key, sub_self, Finset.sum_const_zero]
  -- a general observable is a sum of monomials
  rw [f.as_sum, poissonPower_sum_left]
  refine Finset.sum_eq_zero fun s hs => mono n s _ g ?_
  have hle := le_totalDegree hs
  rw [Finsupp.sum_fintype _ _ (fun _ => rfl)] at hle
  exact lt_of_le_of_lt hle h
```

Q: The sign under exchange was the heart of your derivation. Is it the same induction?

A: Line for line. The hypothesis must hold for all pairs of observables, because the recursion feeds it derivatives of $f$ and $g$; `generalizing f g` provides that. The two `ih` terms are the two uses of the hypothesis in the displayed calculation, and `ring` collects the signs.

```lean
/-- Exchanging the two observables multiplies the `n`-th Poisson power by `(-1)^n`. -/
theorem poissonPower_swap (n : ℕ) (f g : Obs d) :
    poissonPower n g f = (-1) ^ n * poissonPower n f g := by
  induction n generalizing f g with
  | zero => simp only [poissonPower]; ring
  | succ n ih =>
    simp only [poissonPower]
    rw [Finset.mul_sum]
    refine Finset.sum_congr rfl fun i _ => ?_
    rw [ih (pderiv (Sum.inr i) f) (pderiv (Sum.inl i) g),
      ih (pderiv (Sum.inl i) f) (pderiv (Sum.inr i) g)]
    ring
```

Conjugation passes through the Poisson powers by another induction. The local statement `hd` is the fact that conjugating coefficients commutes with each partial derivative.

```lean
/-- Conjugating a Poisson power amounts to conjugating both observables. -/
theorem conjugate_poissonPower (n : ℕ) (f g : Obs d) :
    conjugate (poissonPower n f g) = poissonPower n (conjugate f) (conjugate g) := by
  induction n generalizing f g with
  | zero => simp only [poissonPower, map_mul]
  | succ n ih =>
    have hd : ∀ (x : Fin d ⊕ Fin d) (u : Obs d),
        pderiv x (conjugate u) = conjugate (pderiv x u) := fun x u => pderiv_map
    simp only [poissonPower, map_sum, map_sub, ih, hd]
```

Q: You still owe me the common cutoff.

A: Here it is. The sum up to the degree of $f$ is contained in the sum up to a larger order `N`, and the additional terms are zero by the termination lemma.

```lean
/-- The Moyal series may be cut off at any order beyond the degree of the first observable. -/
theorem moyal_eq_sum (ħ : ℝ) (f g : Obs d) (N : ℕ) (hN : f.totalDegree < N) :
    moyal ħ f g = ∑ n ∈ Finset.range N,
      C ((Complex.I * ħ / 2) ^ n / (n.factorial : ℂ)) * poissonPower n f g := by
  refine Finset.sum_subset (fun n hn => ?_) (fun n _ hn => ?_)
  · rw [Finset.mem_range] at hn ⊢
    omega
  · rw [Finset.mem_range] at hn
    rw [poissonPower_eq_zero n f g (by omega), mul_zero]
```

Now the reversal law can be proved order by order. Both products are written with the cutoff $\deg f+\deg\bar g+1$, which is large enough for either. Then `hc` computes $\overline{c_n}=(-1)^nc_n$, and `hC` restates it for the constant polynomial $c_n$. The exchange lemma supplies the other factor $(-1)^n$, and the two sides agree.

```lean
/-- Complex conjugation reverses the order of factors in the Moyal product. -/
theorem conjugate_moyal (ħ : ℝ) (f g : Obs d) :
    conjugate (moyal ħ f g) = moyal ħ (conjugate g) (conjugate f) := by
  -- write both products with a common cutoff and compare order by order
  rw [moyal_eq_sum ħ f g (f.totalDegree + (conjugate g).totalDegree + 1) (by omega),
    moyal_eq_sum ħ (conjugate g) (conjugate f)
      (f.totalDegree + (conjugate g).totalDegree + 1) (by omega), map_sum]
  refine Finset.sum_congr rfl fun n _ => ?_
  have hc : starRingEnd ℂ ((Complex.I * ħ / 2) ^ n / (n.factorial : ℂ))
      = (-1) ^ n * ((Complex.I * ħ / 2) ^ n / (n.factorial : ℂ)) := by
    simp only [map_div₀, map_pow, map_mul, Complex.conj_I, Complex.conj_ofReal,
      map_natCast, map_ofNat]
    rw [show -Complex.I * (ħ : ℂ) / 2 = (-1) * (Complex.I * ħ / 2) by ring, mul_pow]
    ring
  have hC : conjugate (C ((Complex.I * ħ / 2) ^ n / (n.factorial : ℂ)) : Obs d)
      = (-1) ^ n * C ((Complex.I * ħ / 2) ^ n / (n.factorial : ℂ)) := by
    rw [conjugate, map_C, hc, C_mul, C_pow, C_neg, C_1]
  -- the sign from `i^n` is the sign from exchanging the factors
  rw [map_mul, conjugate_poissonPower, hC,
    poissonPower_swap n (conjugate f) (conjugate g)]
  ring
```

Q: So the rest should be short.

A: It is. For the half-sum, conjugation swaps the two products, the factor $1/2$ is real, and `add_comm` restores the order.

```lean
/-- The symmetrized Moyal product `(f⋆g + g⋆f)/2` of two real observables is real. -/
theorem isReal_symmetrized (ħ : ℝ) {f g : Obs d} (hf : IsReal f) (hg : IsReal g) :
    IsReal (C (1 / 2) * (moyal ħ f g + moyal ħ g f)) := by
  rw [isReal_iff] at hf hg ⊢
  have h2 : conjugate (C (1 / 2) : Obs d) = C (1 / 2) := by
    rw [conjugate, map_C, map_div₀, map_one, map_ofNat]
  rw [map_mul, map_add, conjugate_moyal, conjugate_moyal, hf, hg, h2, add_comm]
```

For the commutator, the proof takes $h=K/(\mathrm{i}\hbar)$ as its candidate and has three parts. The first shows that $h$ is real, since both $K$ and $1/(\mathrm{i}\hbar)$ change sign under conjugation. The second multiplies back by $\mathrm{i}\hbar$ to recover $K$. The third takes any other solution and multiplies its equation by $1/(\mathrm{i}\hbar)$, which identifies it with the candidate.

```lean
/-- For `ħ ≠ 0` the Moyal commutator of two real observables is `iħ` times a real observable,
and that observable is unique. -/
theorem moyal_commutator_real {ħ : ℝ} (hħ : ħ ≠ 0) {f g : Obs d}
    (hf : IsReal f) (hg : IsReal g) :
    ∃! h : Obs d, IsReal h ∧ moyal ħ f g - moyal ħ g f = C (Complex.I * ħ) * h := by
  have hz : Complex.I * (ħ : ℂ) ≠ 0 :=
    mul_ne_zero Complex.I_ne_zero (Complex.ofReal_ne_zero.2 hħ)
  have hC : (C (Complex.I * (ħ : ℂ))⁻¹ : Obs d) * C (Complex.I * ħ) = 1 := by
    rw [← C_mul, inv_mul_cancel₀ hz, C_1]
  refine ⟨C (Complex.I * (ħ : ℂ))⁻¹ * (moyal ħ f g - moyal ħ g f), ⟨?_, ?_⟩, ?_⟩
  · -- the commutator and the factor `1/(iħ)` both change sign under conjugation
    rw [isReal_iff] at hf hg ⊢
    have hi : conjugate (C (Complex.I * (ħ : ℂ))⁻¹ : Obs d)
        = -C (Complex.I * (ħ : ℂ))⁻¹ := by
      rw [conjugate, map_C, map_inv₀, map_mul, Complex.conj_I, Complex.conj_ofReal,
        neg_mul, inv_neg, C_neg]
    rw [map_mul, map_sub, conjugate_moyal, conjugate_moyal, hf, hg, hi]
    ring
  · rw [← mul_assoc, mul_comm (C (Complex.I * (ħ : ℂ))), hC, one_mul]
  · rintro h ⟨_, hh⟩
    rw [hh, ← mul_assoc, hC, one_mul]
```

Q: And the last equivalence tells me when a single product can be stored as a real array?

A: Yes, for real polynomial factors. By the reversal law, the condition $\overline{f\star g}=f\star g$ becomes $g\star f=f\star g$, which is the claimed equality read from right to left. Two polynomials in the positions alone satisfy it, for example, while $q$ and $p$ of the same degree of freedom do not when $\hbar\neq0$.

```lean
/-- The Moyal product of two real observables is real exactly when they commute under it. -/
theorem isReal_moyal_iff (ħ : ℝ) {f g : Obs d} (hf : IsReal f) (hg : IsReal g) :
    IsReal (moyal ħ f g) ↔ moyal ħ f g = moyal ħ g f := by
  rw [isReal_iff] at hf hg ⊢
  rw [conjugate_moyal, hf, hg]
  exact eq_comm

end

end MoyalReality
```

```lean
#print axioms MoyalReality.conjugate_moyal
#print axioms MoyalReality.isReal_symmetrized
#print axioms MoyalReality.moyal_commutator_real
#print axioms MoyalReality.isReal_moyal_iff
```

```
'MoyalReality.conjugate_moyal' depends on axioms: [propext, Classical.choice, Quot.sound]
'MoyalReality.isReal_symmetrized' depends on axioms: [propext, Classical.choice, Quot.sound]
'MoyalReality.moyal_commutator_real' depends on axioms: [propext, Classical.choice, Quot.sound]
'MoyalReality.isReal_moyal_iff' depends on axioms: [propext, Classical.choice, Quot.sound]
```

Q: Then what should I make of an imaginary part that does turn up in my propagation code?

A: With real polynomial inputs and a real nonzero $\hbar$, exact arithmetic gives none in the commutator divided by $\mathrm{i}\hbar$. In floating-point arithmetic the even-order terms of the two products may cancel only up to rounding, and the division by $\hbar$ magnifies what is left when $\hbar$ is small. Such a residue can be dropped. A larger one points to an error, such as a nonzero even-order term kept in one of the two products and dropped from the other. A real result doesn't prove the code right, though: a Poisson power with the wrong sign in both products leaves no imaginary part.
